# The Taylor series for translating a Hermite Gaussian converges absolutely for every real displacement

The Hermite Gaussian of order `t` is here the `t`-th derivative of the unnormalised one-dimensional Gaussian exp(−p(x − P)²) with respect to its centre P, where p may be any real number. The theorem `hermiteGaussian_translation` states that moving the centre from P to P + h gives a function whose value at x is the sum over k of hᵏ/k! times the Hermite Gaussian of order t + k at P, and that this series converges absolutely for every real h. The attempt lets the centre be complex, where the Gaussian is entire, and applies Mathlib's Taylor theorem for entire functions to its `t`-th derivative. It then identifies the derivatives at real centres with the real Hermite Gaussians and takes real parts.

This version doesn't compile in Lean 4 with Mathlib:

```lean
import Mathlib

open Finset

namespace HermiteGaussianTranslation

noncomputable section

/-- The Hermite Gaussian of order `t` at the field point `x`: the `t`-th derivative of
`exp (-p (x - P)^2)` with respect to the centre `P`. -/
def hermiteGaussian (p x : ℝ) (t : ℕ) (P : ℝ) : ℝ :=
  iteratedDeriv t (fun A : ℝ => Real.exp (-p * (x - A) ^ 2)) P

/-- The Gaussian `exp (-p (x - z)^2)` with a complex centre `z`. -/
def complexGaussian (p x : ℝ) (z : ℂ) : ℂ :=
  Complex.exp (-(p : ℂ) * ((x : ℂ) - z) ^ 2)

/-- Differentiating a Hermite Gaussian with respect to its centre raises its order by one. -/
theorem hasDerivAt_hermiteGaussian (p x : ℝ) (t : ℕ) (P : ℝ) :
    HasDerivAt (hermiteGaussian p x t) (hermiteGaussian p x (t + 1) P) P := by
  have hC : ContDiff ℝ ((t + 1 : ℕ) : WithTop ℕ∞)
      (fun A : ℝ => Real.exp (-p * (x - A) ^ 2)) := by fun_prop
  have hd := hC.differentiable_iteratedDeriv t (by exact_mod_cast Nat.lt_succ_self t)
  unfold hermiteGaussian
  rw [iteratedDeriv_succ]
  exact (hd P).hasDerivAt

/-- The Gaussian is an entire function of its complex centre. -/
theorem differentiable_complexGaussian (p x : ℝ) :
    Differentiable ℂ (complexGaussian p x) := by
  unfold complexGaussian
  fun_prop

/-- At a real centre, the complex derivatives of the Gaussian with respect to its centre are
the real Hermite Gaussians. -/
theorem iteratedDeriv_complexGaussian (p x : ℝ) (t : ℕ) (P : ℝ) :
    iteratedDeriv t (complexGaussian p x) (P : ℂ) = (hermiteGaussian p x t P : ℂ) := by
  induction t generalizing P with
  | zero => simp [hermiteGaussian, complexGaussian]
  | succ t ih =>
    have hC : ContDiff ℂ ((t + 1 : ℕ) : WithTop ℕ∞) (complexGaussian p x) :=
      (differentiable_complexGaussian p x).contDiff
    have hd := hC.differentiable_iteratedDeriv t (by exact_mod_cast Nat.lt_succ_self t)
    have hc : HasDerivAt (iteratedDeriv t (complexGaussian p x))
        (iteratedDeriv (t + 1) (complexGaussian p x) (P : ℂ)) (P : ℂ) := by
      rw [iteratedDeriv_succ]
      exact (hd _).hasDerivAt
    -- both derivatives describe the same function on the real line
    have h1 := hc.comp_ofReal
    have h2 := (hasDerivAt_hermiteGaussian p x t P).ofReal_comp
    rw [funext ih] at h1
    exact h1.unique h2

/-- Translation series: the sum over `k` of `h ^ k / k!` times the Hermite Gaussian of order
`t + k` at `P` converges absolutely to the Hermite Gaussian of order `t` at `P + h`. -/
theorem hermiteGaussian_translation (p x P h : ℝ) (t : ℕ) :
    Summable (fun k : ℕ => |h ^ k / (k.factorial : ℝ) * hermiteGaussian p x (t + k) P|) ∧
    HasSum (fun k : ℕ => h ^ k / (k.factorial : ℝ) * hermiteGaussian p x (t + k) P)
      (hermiteGaussian p x t (P + h)) := by
  have hC : ContDiff ℂ ((t + 1 : ℕ) : WithTop ℕ∞) (complexGaussian p x) :=
    (differentiable_complexGaussian p x).contDiff
  have hd := hC.differentiable_iteratedDeriv t (by exact_mod_cast Nat.lt_succ_self t)
  -- Taylor series of an entire function
  have h1 := Complex.hasSum_taylorSeries_of_entire hd (P : ℂ) ((P + h : ℝ) : ℂ)
  have hit : ∀ k : ℕ, iteratedDeriv k (iteratedDeriv t (complexGaussian p x))
      = iteratedDeriv (t + k) (complexGaussian p x) := by
    intro k
    rw [iteratedDeriv_eq_iterate, iteratedDeriv_eq_iterate, iteratedDeriv_eq_iterate,
      add_comm t k, Function.iterate_add_apply]
  have h2 : HasSum
      (fun k : ℕ => ((h ^ k / (k.factorial : ℝ) * hermiteGaussian p x (t + k) P : ℝ) : ℂ))
      ((hermiteGaussian p x t (P + h) : ℝ) : ℂ) := by
    rw [← iteratedDeriv_complexGaussian p x t (P + h)]
    convert h1 using 1
    funext k
    rw [hit, iteratedDeriv_complexGaussian]
    push_cast
    simp only [smul_eq_mul, add_sub_cancel_left]
    ring
  -- return to the real line
  have h3 := Complex.reCLM.hasSum h2
  simp only [Complex.reCLM_apply, Complex.ofReal_re] at h3
  exact ⟨h3.summable.abs, h3⟩

end

end HermiteGaussianTranslation
```

Lean reports:

```
Main.lean:75:4: error: Tactic `apply` failed: could not unify the conclusion of `@funext`
  ?f = ?g
with the goal
  Complex.instAddCommMonoid = Complex.instNormedAddCommGroup.toAddCommMonoid

Note: The full type of `@funext` is
  ∀ {α : Sort ?u.119} {β : α → Sort ?u.118} {f g : (x : α) → β x}, (∀ (x : α), f x = g x) → f = g

case e'_3
p x P h : ℝ
t : ℕ
hC : ContDiff ℂ (↑(t + 1)) (complexGaussian p x)
hd : Differentiable ℂ (iteratedDeriv t (complexGaussian p x))
h1 :
  HasSum (fun n => (↑n.factorial)⁻¹ • (↑(P + h) - ↑P) ^ n • iteratedDeriv n (iteratedDeriv t (complexGaussian p x)) ↑P)
    (iteratedDeriv t (complexGaussian p x) ↑(P + h))
hit : ∀ (k : ℕ), iteratedDeriv k (iteratedDeriv t (complexGaussian p x)) = iteratedDeriv (t + k) (complexGaussian p x)
⊢ Complex.instAddCommMonoid = Complex.instNormedAddCommGroup.toAddCommMonoid
```

This version goes through:

```diff
@@ -72,10 +72,15 @@
       ((hermiteGaussian p x t (P + h) : ℝ) : ℂ) := by
     rw [← iteratedDeriv_complexGaussian p x t (P + h)]
-    convert h1 using 1
-    funext k
-    rw [hit, iteratedDeriv_complexGaussian]
-    push_cast
-    simp only [smul_eq_mul, add_sub_cancel_left]
-    ring
+    have hf : (fun k : ℕ =>
+        ((h ^ k / (k.factorial : ℝ) * hermiteGaussian p x (t + k) P : ℝ) : ℂ))
+        = fun k : ℕ => (k.factorial : ℂ)⁻¹ • (((P + h : ℝ) : ℂ) - (P : ℂ)) ^ k •
+          iteratedDeriv k (iteratedDeriv t (complexGaussian p x)) (P : ℂ) := by
+      funext k
+      rw [hit, iteratedDeriv_complexGaussian]
+      push_cast
+      simp only [smul_eq_mul, add_sub_cancel_left]
+      ring
+    rw [hf]
+    exact h1
   -- return to the real line
   have h3 := Complex.reCLM.hasSum h2
```

Cause. The one error is at `funext k`. The step before it, `convert h1 using 1`, was meant to leave the equality of the two series' terms, as functions of `k`. But it compared the other arguments of `HasSum` too, and the goal that came first was an equality between two expressions for the additive structure on ℂ: `Complex.instAddCommMonoid` and the one obtained from `Complex.instNormedAddCommGroup`. `funext` proves equalities of functions, and this goal is not in that form, so it could not be applied.

The repair states the equality of the terms explicitly as `hf` and proves it by the same steps as before, with `funext k` now facing the goal it was written for. Then `rw [hf]` puts the series in the form of `h1`, and `exact h1` closes the goal. The two additive structures are equal by definition, which `exact` can check by unfolding them, so no separate proof of their equality is needed.
